# Off-resonance decoupling of two spins-1/2: for w > 0 the residual splitting is the scaled coupling to within |J|³/(20w²)

Q: Suppose I irradiate spin I off resonance, measure the reduced doublet of its partner S, and get $J$ from the usual scaled coupling $J\Delta/\sqrt{\Delta^2+w^2}$. Here $\Delta$ is the offset of I, $w$ the strength of the irradiation and $J$ the coupling, all as angular frequencies. With $w=\Delta=J/2$ the formula predicts a splitting of $1.414\,w$, but the exact value is $1.236\,w$, so my $J$ comes out about 13% too small. Without an error bound I can't tell when this happens. Does your formal statement supply one for the real Hamiltonian, or for something convenient?

A: It supplies one for an isolated pair under constant irradiation, in the rotating frame with $\hbar=1$:

$$H=\Delta I_z+wI_x+JI_zS_z .$$

The spin operators are the usual matrices with entries $\pm1/2$, and $H$ is built from Kronecker products.

```lean
import Mathlib

open Matrix
open scoped Kronecker

namespace OffResonanceDecoupling

noncomputable section

/-- The z component of a spin-1/2. -/
def spinZ : Matrix (Fin 2) (Fin 2) ℂ := !![1/2, 0; 0, -1/2]

/-- The x component of a spin-1/2. -/
def spinX : Matrix (Fin 2) (Fin 2) ℂ := !![0, 1/2; 1/2, 0]

/-- The Hamiltonian `Δ Iz + w Ix + J Iz Sz`; the first factor is the irradiated spin I,
the second the coupled spin S. -/
def hamiltonian (Δ w J : ℝ) : Matrix (Fin 2 × Fin 2) (Fin 2 × Fin 2) ℂ :=
  (Δ : ℂ) • (spinZ ⊗ₖ (1 : Matrix (Fin 2) (Fin 2) ℂ))
    + (w : ℂ) • (spinX ⊗ₖ (1 : Matrix (Fin 2) (Fin 2) ℂ))
    + (J : ℂ) • (spinZ ⊗ₖ spinZ)
```

Q: There is no Zeeman term for S.

A: S is taken in its own rotating frame, on resonance. An offset term proportional to $S_z$ would commute with $H$ and shift all S lines together. The model also leaves out relaxation, field inhomogeneity, further spins and modulated decoupling sequences. It lets the irradiation act on I alone and keeps only the $I_zS_z$ part of the coupling; both are good approximations when the Larmor frequencies of I and S differ by much more than $w$ and $|J|$, as for two different nuclides in a strong magnet.

Q: Then where do the effective frequencies come from?

A: $S_z$ commutes with $H$, so I can replace it by $\pm1/2$. Spin I then sees the offset $a=\Delta\pm J/2$ and the transverse field $w$:

$$aI_z+wI_x=\tfrac12\begin{pmatrix}a&w\\w&-a\end{pmatrix}.$$

The length of this effective field is $\sqrt{w^2+a^2}$. I write $W_\pm=\sqrt{w^2+(\Delta\pm J/2)^2}$ for the two S states, and $D=W_+-W_-$ for the residual splitting. In the file these are `effFreq w (Δ + J / 2)`, `effFreq w (Δ - J / 2)` and `residualSplitting Δ w J`.

```lean
/-- A single spin-1/2 with offset `a` and transverse field `w`. -/
def singleSpin (w a : ℝ) : Matrix (Fin 2) (Fin 2) ℂ :=
  (a : ℂ) • spinZ + (w : ℂ) • spinX

/-- The effective nutation frequency at field `w` and offset `a`. -/
def effFreq (w a : ℝ) : ℝ := Real.sqrt (w ^ 2 + a ^ 2)

/-- The residual splitting: the difference of the effective frequencies for the two
states of spin S. -/
def residualSplitting (Δ w J : ℝ) : ℝ :=
  effFreq w (Δ + J / 2) - effFreq w (Δ - J / 2)
```

Q: You have defined the splitting as a difference of frequencies. Is that what I see in the S spectrum?

A: Usually. A transition of S connects a level $\pm W_+/2$ with a level $\pm W_-/2$, so the lines lie at $\pm(W_+-W_-)/2$ and $\pm(W_++W_-)/2$. The inner pair is separated by $|D|$, and it carries most of the intensity when $w^2+\Delta^2>J^2/4$, as in your example. That intensity argument is mine; the theorems concern energies and frequencies only.

Two small lemmas record that an effective frequency squares to $w^2+a^2$ and is not negative.

```lean
lemma effFreq_sq (w a : ℝ) : effFreq w a ^ 2 = w ^ 2 + a ^ 2 :=
  Real.sq_sqrt (by positivity)

lemma effFreq_nonneg (w a : ℝ) : 0 ≤ effFreq w a := Real.sqrt_nonneg _
```

Q: Is the block structure assumed?

A: No, it is proved. The theorem says that $H$ equals the block-diagonal matrix whose blocks are single driven spins with offsets $\Delta+J/2$ and $\Delta-J/2$. The proof compares all sixteen entries.

```lean
/-- The Hamiltonian is block diagonal in the state of spin S, and each block is a single
spin with offset `Δ + J/2` or `Δ - J/2`. -/
theorem hamiltonian_eq_blockDiagonal (Δ w J : ℝ) :
    hamiltonian Δ w J =
      blockDiagonal fun s => singleSpin w (![Δ + J / 2, Δ - J / 2] s) := by
  ext ⟨i, s⟩ ⟨j, t⟩
  fin_cases i <;> fin_cases s <;> fin_cases j <;> fin_cases t <;>
    simp [hamiltonian, singleSpin, spinZ, spinX, kroneckerMap_apply, blockDiagonal_apply] <;>
    ring
```

Q: And the energies?

A: For one block,

$$\det(E-aI_z-wI_x)=\left(E-\tfrac a2\right)\left(E+\tfrac a2\right)-\tfrac{w^2}{4}=E^2-\tfrac{w^2+a^2}{4},$$

which factorises with roots at plus and minus half the effective frequency. The proof expands the 2 by 2 determinant and inserts the squared frequency.

```lean
/-- The characteristic polynomial of a single driven spin has the roots plus and minus
half the effective frequency. -/
theorem det_singleSpin (w a : ℝ) (E : ℂ) :
    (E • (1 : Matrix (Fin 2) (Fin 2) ℂ) - singleSpin w a).det =
      (E - (effFreq w a : ℂ) / 2) * (E + (effFreq w a : ℂ) / 2) := by
  have h : (effFreq w a : ℂ) ^ 2 = (w : ℂ) ^ 2 + (a : ℂ) ^ 2 := by
    exact_mod_cast effFreq_sq w a
  rw [det_fin_two]
  simp [singleSpin, spinZ, spinX]
  linear_combination (1 / 4 : ℂ) * h
```

The determinant of a block-diagonal matrix is the product over its blocks, so the full characteristic polynomial has the roots $\pm W_+/2$ and $\pm W_-/2$, counted with multiplicity.

```lean
/-- The characteristic polynomial of the two-spin Hamiltonian factorises, with
multiplicities, over plus and minus half the two effective frequencies. -/
theorem det_hamiltonian (Δ w J : ℝ) (E : ℂ) :
    (E • (1 : Matrix (Fin 2 × Fin 2) (Fin 2 × Fin 2) ℂ) - hamiltonian Δ w J).det =
      (E - (effFreq w (Δ + J / 2) : ℂ) / 2) * (E + (effFreq w (Δ + J / 2) : ℂ) / 2)
        * (E - (effFreq w (Δ - J / 2) : ℂ) / 2)
        * (E + (effFreq w (Δ - J / 2) : ℂ) / 2) := by
  have key : E • (1 : Matrix (Fin 2 × Fin 2) (Fin 2 × Fin 2) ℂ) - hamiltonian Δ w J =
      blockDiagonal fun s => E • (1 : Matrix (Fin 2) (Fin 2) ℂ)
        - singleSpin w (![Δ + J / 2, Δ - J / 2] s) := by
    rw [hamiltonian_eq_blockDiagonal]
    ext ⟨i, s⟩ ⟨j, t⟩
    by_cases h : s = t
    · subst h
      simp [blockDiagonal_apply, Matrix.one_apply]
    · simp [blockDiagonal_apply, h]
  -- the determinant is the product over the two states of spin S
  rw [key, det_blockDiagonal, Fin.prod_univ_two, det_singleSpin, det_singleSpin]
  exact (mul_assoc _ _ _).symm
```

Q: A root of a polynomial is not yet an energy level.

A: The next theorem makes the link. A nonzero vector $v$ with $Hv=Ev$ exists exactly when $E-H$ is singular, hence when its determinant vanishes. $E$ may be any complex number, and the result shows that only those four real values occur. Some coincide when $J=0$ or $\Delta=0$, and also when $w=0$ and $|\Delta|=|J|/2$.

```lean
/-- A number is an eigenvalue of the Hamiltonian exactly when it is plus or minus half of
one of the two effective frequencies. -/
theorem eigenvalue_iff (Δ w J : ℝ) (E : ℂ) :
    (∃ v : Fin 2 × Fin 2 → ℂ, v ≠ 0 ∧ hamiltonian Δ w J *ᵥ v = E • v) ↔
      E = (effFreq w (Δ + J / 2) : ℂ) / 2 ∨ E = -((effFreq w (Δ + J / 2) : ℂ) / 2) ∨
      E = (effFreq w (Δ - J / 2) : ℂ) / 2 ∨ E = -((effFreq w (Δ - J / 2) : ℂ) / 2) := by
  have hv : ∀ v : Fin 2 × Fin 2 → ℂ,
      (E • (1 : Matrix (Fin 2 × Fin 2) (Fin 2 × Fin 2) ℂ) - hamiltonian Δ w J) *ᵥ v = 0 ↔
        hamiltonian Δ w J *ᵥ v = E • v := by
    intro v
    rw [Matrix.sub_mulVec, Matrix.smul_mulVec, Matrix.one_mulVec, sub_eq_zero]
    exact eq_comm
  have h := Matrix.exists_mulVec_eq_zero_iff
    (M := E • (1 : Matrix (Fin 2 × Fin 2) (Fin 2 × Fin 2) ℂ) - hamiltonian Δ w J)
  simp only [hv] at h
  rw [h, det_hamiltonian]
  simp only [mul_eq_zero, sub_eq_zero, add_eq_zero_iff_eq_neg, or_assoc]
```

Q: Now the splitting. A difference of square roots is awkward to estimate.

A: Multiply it by the sum, $\Sigma=W_++W_-$, which the code later calls `S`:

$$D\,\Sigma=W_+^2-W_-^2=(\Delta+J/2)^2-(\Delta-J/2)^2=2J\Delta .$$

```lean
/-- The residual splitting times the sum of the two effective frequencies is `2 J Δ`. -/
theorem splitting_mul_sum (Δ w J : ℝ) :
    residualSplitting Δ w J * (effFreq w (Δ + J / 2) + effFreq w (Δ - J / 2))
      = 2 * J * Δ := by
  unfold residualSplitting
  linear_combination effFreq_sq w (Δ + J / 2) - effFreq_sq w (Δ - J / 2)
```

If $D=0$, this gives $J\Delta=0$. Conversely, $J=0$ makes the two offsets equal, and $\Delta=0$ makes them opposite, so $W_+=W_-$ in both cases. The inner pair of S lines therefore merges exactly when $\Delta=0$ or $J=0$. For $\Delta=0$ and $J\ne0$ this is not yet complete decoupling: the outer lines, at $\pm\sqrt{w^2+J^2/4}$, keep a fraction $J^2/(4w^2+J^2)$ of the intensity, which is small only when $w$ is large compared with $|J|/2$. Like the earlier intensity argument, this remark is not part of the theorems.

```lean
/-- The residual splitting vanishes exactly when the coupling `J` or the offset `Δ` is zero. -/
theorem splitting_eq_zero_iff (Δ w J : ℝ) :
    residualSplitting Δ w J = 0 ↔ J = 0 ∨ Δ = 0 := by
  constructor
  · intro h
    have h2 := splitting_mul_sum Δ w J
    rw [h, zero_mul] at h2
    exact mul_eq_zero.mp (by linarith)
  · rintro (rfl | rfl)
    · simp [residualSplitting]
    · simp [residualSplitting, effFreq]
```

Q: The scaled coupling contains neither $W_+$ nor $W_-$.

A: It contains $W_0=\sqrt{w^2+\Delta^2}$, the effective frequency without coupling. If $\Sigma$ were exactly $2W_0$, then $D$ would be exactly $J\Delta/W_0$. So the task is to control $\Sigma-2W_0$, first from below. Cauchy–Schwarz for the plane vectors $(w,\Delta+J/2)$ and $(w,\Delta-J/2)$ gives

$$W_+W_-\ge w^2+\Delta^2-\tfrac{J^2}{4}.$$

Since $W_+^2+W_-^2=2W_0^2+J^2/2$, it follows that

$$\Sigma^2=W_+^2+W_-^2+2W_+W_-\ge4W_0^2 ,$$

and hence $\Sigma\ge2W_0$. The lemma proves both inequalities by comparing squares; in the first, the squares differ by $(wJ)^2$.

```lean
/-- The mean of the two effective frequencies is at least the effective frequency
without coupling. -/
lemma two_effFreq_le_sum (Δ w J : ℝ) :
    2 * effFreq w Δ ≤ effFreq w (Δ + J / 2) + effFreq w (Δ - J / 2) := by
  have hA := effFreq_sq w (Δ + J / 2)
  have hB := effFreq_sq w (Δ - J / 2)
  have h0 := effFreq_sq w Δ
  have pA := effFreq_nonneg w (Δ + J / 2)
  have pB := effFreq_nonneg w (Δ - J / 2)
  -- Cauchy-Schwarz for the two effective fields
  have hAB : w ^ 2 + (Δ + J / 2) * (Δ - J / 2)
      ≤ effFreq w (Δ + J / 2) * effFreq w (Δ - J / 2) := by
    refine le_trans (le_abs_self _) (abs_le_of_sq_le_sq ?_ (mul_nonneg pA pB))
    rw [mul_pow, hA, hB]
    nlinarith [sq_nonneg (w * J)]
  refine le_trans (le_abs_self _) (abs_le_of_sq_le_sq ?_ (add_nonneg pA pB))
  nlinarith
```

Taking absolute values in $D\Sigma=2J\Delta$ and using $\Sigma\ge2W_0$ gives $|D|\,W_0\le|J||\Delta|$. The scaled coupling never underestimates the magnitude of the splitting, which is why your $J$ came out too small.

```lean
/-- In magnitude, the residual splitting times the uncoupled effective frequency is at
most `|J| |Δ|`. -/
theorem splitting_le_scaled (Δ w J : ℝ) :
    |residualSplitting Δ w J| * effFreq w Δ ≤ |J| * |Δ| := by
  have hS := two_effFreq_le_sum Δ w J
  have h := congrArg abs (splitting_mul_sum Δ w J)
  rw [abs_mul, abs_mul, abs_mul, abs_two,
    abs_of_nonneg (add_nonneg (effFreq_nonneg _ _) (effFreq_nonneg _ _))] at h
  have := mul_le_mul_of_nonneg_left hS (abs_nonneg (residualSplitting Δ w J))
  linarith
```

Q: By how much does it overestimate?

A: For that I need $\Sigma-2W_0$ from above. Adding $D^2\ge0$,

$$\Sigma^2\le\Sigma^2+D^2=2(W_+^2+W_-^2)=4W_0^2+J^2 .$$

Thus $(\Sigma-2W_0)(\Sigma+2W_0)\le J^2$, and because $\Sigma+2W_0\ge4W_0$,

$$4W_0(\Sigma-2W_0)\le J^2 .$$

Replacing $J\Delta$ by $D\Sigma/2$ writes the error as

$$W_0D-J\Delta=-\tfrac12D(\Sigma-2W_0).$$

Combining these with the previous bound,

$$8W_0^2\,|W_0D-J\Delta|=4W_0(\Sigma-2W_0)\cdot|D|W_0\le J^2\cdot|J||\Delta| .$$

In the proof, `hgap` is the bound on $\Sigma-2W_0$, `herr` is the rewritten error, and the `calc` block multiplies the two estimates. The code's `W` is my $W_0$.

```lean
/-- Offset-dependent error bound for the scaled coupling, written without division. -/
theorem splitting_error_offset (Δ w J : ℝ) :
    8 * effFreq w Δ ^ 2 * |effFreq w Δ * residualSplitting Δ w J - J * Δ|
      ≤ |Δ| * |J| ^ 3 := by
  have hDS := splitting_mul_sum Δ w J
  have hS := two_effFreq_le_sum Δ w J
  have hD := splitting_le_scaled Δ w J
  have p0 := effFreq_nonneg w Δ
  have hsq : (effFreq w (Δ + J / 2) + effFreq w (Δ - J / 2)) ^ 2
      ≤ 4 * effFreq w Δ ^ 2 + J ^ 2 := by
    linarith [effFreq_sq w (Δ + J / 2), effFreq_sq w (Δ - J / 2), effFreq_sq w Δ,
      sq_nonneg (effFreq w (Δ + J / 2) - effFreq w (Δ - J / 2))]
  set S := effFreq w (Δ + J / 2) + effFreq w (Δ - J / 2)
  set D := residualSplitting Δ w J
  set W := effFreq w Δ
  have hgap : 4 * W * (S - 2 * W) ≤ J ^ 2 := by
    nlinarith [sq_nonneg (S - 2 * W)]
  -- the error is the splitting times the shift of the mean effective frequency
  have herr : |W * D - J * Δ| = |D| * ((S - 2 * W) / 2) := by
    have e : W * D - J * Δ = -(D * ((S - 2 * W) / 2)) := by
      linear_combination (1 / 2 : ℝ) * hDS
    rw [e, abs_neg, abs_mul, abs_of_nonneg (by linarith : 0 ≤ (S - 2 * W) / 2)]
  calc 8 * W ^ 2 * |W * D - J * Δ| = (4 * W * (S - 2 * W)) * (|D| * W) := by
        rw [herr]; ring
    _ ≤ J ^ 2 * (|J| * |Δ|) :=
        mul_le_mul hgap hD (mul_nonneg (abs_nonneg _) p0) (sq_nonneg J)
    _ = |Δ| * |J| ^ 3 := by rw [← sq_abs J]; ring
```

Q: That still depends on the offset. I wanted one number for the whole range.

A: For $w>0$, divide by $8W_0^3$:

$$\left|D-\frac{J\Delta}{W_0}\right|\le\frac{|\Delta||J|^3}{8W_0^3}.$$

The offset dependence is removed with the identity

$$4(w^2+\Delta^2)^3-27\Delta^2w^4=(2\Delta^2-w^2)^2(\Delta^2+4w^2)\ge0 .$$

It gives $\Delta^2w^4\le\frac4{27}W_0^6\le\frac4{25}W_0^6$, so $|\Delta|w^2\le\frac25W_0^3$. Inserting this,

$$\left|D-\frac{J\Delta}{\sqrt{w^2+\Delta^2}}\right|\le\frac{|J|^3}{8}\cdot\frac{2}{5w^2}=\frac{|J|^3}{20w^2}.$$

The step from 27 to 25 only serves to give a round constant. In the proof, `hoff` is the inequality for $|\Delta|w^2$, and the closing lines clear the denominators and combine it with the offset-dependent bound.

```lean
/-- Under irradiation of strength `w > 0` the residual splitting equals the scaled coupling
`J Δ / √(w² + Δ²)` up to an error of at most `|J|³ / (20 w²)`, at every offset. -/
theorem residual_splitting_bound (Δ w J : ℝ) (hw : 0 < w) :
    |residualSplitting Δ w J - J * Δ / Real.sqrt (w ^ 2 + Δ ^ 2)|
      ≤ |J| ^ 3 / (20 * w ^ 2) := by
  change |residualSplitting Δ w J - J * Δ / effFreq w Δ| ≤ _
  have hW : 0 < effFreq w Δ := Real.sqrt_pos.mpr (by positivity)
  have h0 := effFreq_sq w Δ
  have hE := splitting_error_offset Δ w J
  set D := residualSplitting Δ w J
  set W := effFreq w Δ
  -- the offset dependence is bounded uniformly
  have hoff : |Δ| * w ^ 2 ≤ 2 / 5 * W ^ 3 := by
    refine le_trans (le_abs_self _) (abs_le_of_sq_le_sq ?_ (by positivity))
    have e1 : (|Δ| * w ^ 2) ^ 2 = Δ ^ 2 * w ^ 4 := by rw [mul_pow, sq_abs]; ring
    have e2 : (2 / 5 * W ^ 3) ^ 2 = 4 / 25 * (w ^ 2 + Δ ^ 2) ^ 3 := by rw [← h0]; ring
    rw [e1, e2]
    have p1 : 0 ≤ (2 * Δ ^ 2 - w ^ 2) ^ 2 * (Δ ^ 2 + 4 * w ^ 2) := by positivity
    have p2 : 0 ≤ Δ ^ 2 * w ^ 4 := by positivity
    linarith [show (2 * Δ ^ 2 - w ^ 2) ^ 2 * (Δ ^ 2 + 4 * w ^ 2)
      = 4 * (w ^ 2 + Δ ^ 2) ^ 3 - 27 * (Δ ^ 2 * w ^ 4) by ring]
  have e : D - J * Δ / W = (W * D - J * Δ) / W := by
    rw [sub_div, mul_div_cancel_left₀ D hW.ne']
  rw [e, abs_div, abs_of_pos hW, div_le_div_iff₀ hW (by positivity)]
  refine le_of_mul_le_mul_left ?_ (pow_pos hW 2)
  have m1 := mul_le_mul_of_nonneg_left hE (by positivity : 0 ≤ 5 / 2 * w ^ 2)
  have m2 := mul_le_mul_of_nonneg_left hoff (by positivity : 0 ≤ 5 / 2 * |J| ^ 3)
  linarith

end

end OffResonanceDecoupling
```

```lean
#print axioms OffResonanceDecoupling.eigenvalue_iff
-- 'OffResonanceDecoupling.eigenvalue_iff' depends on axioms: [propext, Classical.choice, Quot.sound]
#print axioms OffResonanceDecoupling.splitting_eq_zero_iff
-- 'OffResonanceDecoupling.splitting_eq_zero_iff' depends on axioms: [propext, Classical.choice, Quot.sound]
#print axioms OffResonanceDecoupling.residual_splitting_bound
-- 'OffResonanceDecoupling.residual_splitting_bound' depends on axioms: [propext, Classical.choice, Quot.sound]
```

Q: Why is $w>0$ assumed there and nowhere else?

A: Because the bound fails at $w=0$. Take $\Delta=1$ and $J=4$. Then $W_+=3$ and $W_-=1$, so $D=2$, while the scaled coupling is $4$. The error is $2$, but the right-hand side is $0$, since Lean sets division by zero to zero. A negative $w$ would do no harm, as only $w^2$ enters; the hypothesis expresses that the irradiation is switched on.

Q: In that example I would see a doublet split by $J=4$, and the scaled coupling would be right.

A: Yes. Without irradiation, the visible lines at $\Delta=1$, $J=4$ are the outer pair, separated by $W_++W_-=4$. There $D$ is no longer the splitting you observe, so the intensity condition I gave earlier has to be checked before you compare $D$ with a weakly irradiated spectrum.

Q: And my first example?

A: With $w=\Delta=1$ and $J=2$, the error is about $0.18$ and the uniform bound allows $0.4$. At the same $J$ with $w=10$, the bound is $0.004$ at every offset. For an isolated, relaxation-free pair under constant irradiation that acts on I alone, this gives a field strength that is sufficient, though not necessary, for the scaled coupling to predict $D$ to a chosen accuracy. If you infer $J$ from a measured $D$ at $\Delta\ne0$, the error of the formula is multiplied by $W_0/|\Delta|$. By the offset-dependent bound, the resulting error in $J$ is at most $|J|^3/(8W_0^2)$, so it stays bounded close to resonance. An uncertainty in the measured $D$ is multiplied by the same factor, and its effect on $J$ does grow without limit as $\Delta\to0$. The exact levels also give reference values for a spin-dynamics simulation of the same pair.
